# The Tetrahedron Filling Is Twice Continuously Differentiable for Distinct Corner Energies

To find the Fermi level, a band-structure code adjusts a trial energy until the occupied states hold the required number of electrons. In the linear tetrahedron method the count is a sum of contributions from individual tetrahedra, and a Newton step divides the error in the count by its energy derivative, the density of states. Whenever the trial energy passes a corner energy of a tetrahedron, the code switches from one formula to another, each of them a cubic or a constant. If the four corner energies are distinct, this switch causes no jump in the tetrahedron's contribution to the count, to the density of states or to the slope of the density of states.

## Three cubics that differ by single cubes

Let \(e_1<e_2<e_3<e_4\) be the energies of one band at the corners of a tetrahedron, and write \(e_{ij}=e_i-e_j\). The filling \(F(e)\) is the fraction of the tetrahedron's volume in which the linearly interpolated band energy lies below \(e\). With the positive products

\[
D_1=e_{21}e_{31}e_{41},\quad D_2=e_{21}e_{32}e_{42},\quad D_3=e_{31}e_{32}e_{43},\quad D_4=e_{41}e_{42}e_{43},
\]

its three branches are

\[
A=\frac{(e-e_1)^3}{D_1},\qquad B=A-\frac{(e-e_2)^3}{D_2},\qquad C=1-\frac{(e_4-e)^3}{D_4}.
\]

They apply between \(e_1\) and \(e_2\), between \(e_2\) and \(e_3\), and between \(e_3\) and \(e_4\), respectively. Below \(e_1\) the filling is 0, and above \(e_4\) it is 1.

By definition, \(A\) and \(B\) differ by one cube centred at \(e_2\). The corresponding relation at \(e_3\) is

\[
C=B+\frac{(e-e_3)^3}{D_3}. \tag{1}
\]

To derive it, fix \(e\) and regard \(P(t)=(e-t)^3\) as a cubic polynomial in \(t\). Lagrange interpolation at the four corner energies reproduces it exactly:

\[
P(t)=\sum_{i=1}^4 (e-e_i)^3\prod_{j\ne i}\frac{t-e_j}{e_i-e_j}.
\]

The coefficient of \(t^3\) is \(-1\) on the left, so

\[
\sum_{i=1}^4\frac{(e-e_i)^3}{\prod_{j\ne i}(e_i-e_j)}=-1 .
\]

The four denominators are \(-D_1,\ D_2,\ -D_3,\ D_4\). Multiplying by \(-1\) gives

\[
\frac{(e-e_1)^3}{D_1}-\frac{(e-e_2)^3}{D_2}+\frac{(e-e_3)^3}{D_3}-\frac{(e-e_4)^3}{D_4}=1. \tag{2}
\]

The first two terms are \(B\). Moving the last term to the right produces \(1+(e-e_4)^3/D_4=C\), which is (1).

The joints now follow from differentiating one cube. The difference \(A-B=(e-e_2)^3/D_2\) has the successive derivatives

\[
\frac{3(e-e_2)^2}{D_2},\qquad \frac{6(e-e_2)}{D_2},\qquad \frac{6}{D_2}.
\]

At \(e=e_2\) the difference and its first two derivatives vanish, while the third derivative is \(6/D_2\neq0\). In the same way, \(C-B\) vanishes at \(e_3\) together with its first two derivatives, and its third derivative is \(6/D_3\neq0\).

## One formula for the whole energy axis

Write \(x_+=\max(x,0)\). Then

\[
F(e)=\frac{(e-e_1)_+^3}{D_1}-\frac{(e-e_2)_+^3}{D_2}+\frac{(e-e_3)_+^3}{D_3}-\frac{(e-e_4)_+^3}{D_4}. \tag{3}
\]

Below \(e_1\) every term is zero. Between \(e_1\) and \(e_2\) only the first survives, giving \(A\), and in the next interval the first two give \(B\). Between \(e_3\) and \(e_4\) the first three give \(C\) by (1), and above \(e_4\) all four add up to 1 by (2).

It remains to differentiate \(x_+^3\). For \(x<0\) the derivative is 0 and for \(x>0\) it is \(3x^2\). At the edge the difference quotient is \(h_+^3/h=h_+^2\), which tends to 0. Hence \((x_+^3)'=3x_+^2\) everywhere. The same argument, with the quotient \(h_+^2/h=h_+\), gives \((3x_+^2)'=6x_+\), which is continuous. Each term of (3) is therefore twice continuously differentiable, and so is \(F\), including at the outer edges \(e_1\) and \(e_4\).

## The branches as Lean functions

```lean
import Mathlib

open Filter Topology

namespace TetrahedronMethod

noncomputable section
```

All energies are real numbers. The last argument `e` is the energy at which the filling is evaluated, and the four before it are the corner energies.

```lean
/-- Integrated density of states of one tetrahedron, branch for energies between `e1` and `e2`. -/
def regionA (e1 e2 e3 e4 e : ℝ) : ℝ :=
  (e - e1) ^ 3 / ((e2 - e1) * (e3 - e1) * (e4 - e1))

/-- Integrated density of states of one tetrahedron, branch for energies between `e2` and `e3`. -/
def regionB (e1 e2 e3 e4 e : ℝ) : ℝ :=
  regionA e1 e2 e3 e4 e - (e - e2) ^ 3 / ((e2 - e1) * (e3 - e2) * (e4 - e2))

/-- Integrated density of states of one tetrahedron, branch for energies between `e3` and `e4`. -/
def regionC (e1 e2 e3 e4 e : ℝ) : ℝ :=
  1 - (e4 - e) ^ 3 / ((e4 - e1) * (e4 - e2) * (e4 - e3))
```

These are \(A\), \(B\) and \(C\). They are taken as definitions, so their derivation from the volume of a cut tetrahedron is assumed. A full tetrahedron counts as 1; its weight in the Brillouin zone and the spin factor have to be multiplied in separately.

```lean
/-- The filling of the tetrahedron at energy `e`: zero below the lowest corner energy, one above
the highest, and the three cubic branches in between. -/
def filling (e1 e2 e3 e4 e : ℝ) : ℝ :=
  if e ≤ e1 then 0
  else if e ≤ e2 then regionA e1 e2 e3 e4 e
  else if e ≤ e3 then regionB e1 e2 e3 e4 e
  else if e ≤ e4 then regionC e1 e2 e3 e4 e
  else 1
```

`filling` is \(F\). At a corner energy it uses the branch below, a choice that has no effect on the values because neighbouring branches agree there.

## Derivatives of centred cubes

```lean
/-- A combination of three cubes centred at the energies `a`, `b`, `c`. -/
def cubics (a b c p q r x : ℝ) : ℝ :=
  p * (x - a) ^ 3 + q * (x - b) ^ 3 + r * (x - c) ^ 3
```

With suitable coefficients `p`, `q`, `r`, this one function represents all three branches.

```lean
/-- The first three energy derivatives of a combination of centred cubes. -/
theorem cubics_derivs {a b c p q r x : ℝ} :
    deriv (cubics a b c p q r) x
        = 3 * (p * (x - a) ^ 2 + q * (x - b) ^ 2 + r * (x - c) ^ 2) ∧
      deriv (deriv (cubics a b c p q r)) x
        = 6 * (p * (x - a) + q * (x - b) + r * (x - c)) ∧
      deriv (deriv (deriv (cubics a b c p q r))) x = 6 * (p + q + r) := by
  have h1 : deriv (cubics a b c p q r)
      = fun x => 3 * (p * (x - a) ^ 2 + q * (x - b) ^ 2 + r * (x - c) ^ 2) := by
    funext y
    refine HasDerivAt.deriv ?_
    have h := fun t : ℝ => ((hasDerivAt_id' y).sub_const t).fun_pow 3
    exact ((((h a).const_mul p).fun_add ((h b).const_mul q)).fun_add
      ((h c).const_mul r)).congr_deriv (by simp only [Nat.cast_ofNat, Nat.reduceSub]; ring)
  have h2 : deriv (deriv (cubics a b c p q r))
      = fun x => 6 * (p * (x - a) + q * (x - b) + r * (x - c)) := by
    rw [h1]
    funext y
    refine HasDerivAt.deriv ?_
    have h := fun t : ℝ => ((hasDerivAt_id' y).sub_const t).fun_pow 2
    exact (((((h a).const_mul p).fun_add ((h b).const_mul q)).fun_add
      ((h c).const_mul r)).const_mul 3).congr_deriv
      (by simp only [Nat.cast_ofNat, Nat.reduceSub]; ring)
  refine ⟨by rw [h1], by rw [h2], ?_⟩
  rw [h2]
  refine HasDerivAt.deriv ?_
  have h := fun t : ℝ => (hasDerivAt_id' x).sub_const t
  exact (((((h a).const_mul p).fun_add ((h b).const_mul q)).fun_add
    ((h c).const_mul r)).const_mul 6).congr_deriv (by ring)
```

The theorem gives the first three derivatives at any point `x`. The steps `h1` and `h2` establish the first two as equalities between functions, since a further derivative can only be taken of a function and not of its value at one point. Each step applies the power rule to every cube or square and lets `ring` tidy the result.

## The joints at the middle corners

```lean
/-- The upper branch is the middle branch plus a single cube centred at `e3`. -/
theorem regionC_eq_regionB_add {e1 e2 e3 e4 : ℝ} (h12 : e1 < e2) (h23 : e2 < e3)
    (h34 : e3 < e4) (e : ℝ) :
    regionC e1 e2 e3 e4 e = regionB e1 e2 e3 e4 e
      + (e - e3) ^ 3 / ((e3 - e1) * (e3 - e2) * (e4 - e3)) := by
  have d21 : e2 - e1 ≠ 0 := (sub_pos.2 h12).ne'
  have d31 : e3 - e1 ≠ 0 := (sub_pos.2 (h12.trans h23)).ne'
  have d41 : e4 - e1 ≠ 0 := (sub_pos.2 (h12.trans (h23.trans h34))).ne'
  have d32 : e3 - e2 ≠ 0 := (sub_pos.2 h23).ne'
  have d42 : e4 - e2 ≠ 0 := (sub_pos.2 (h23.trans h34)).ne'
  have d43 : e4 - e3 ≠ 0 := (sub_pos.2 h34).ne'
  unfold regionC regionB regionA
  field_simp
  ring
```

This is equation (1). The ordering of the corner energies makes all six differences nonzero. `field_simp` then clears the denominators, and `ring` checks the resulting polynomial identity by expansion, in place of the Lagrange argument.

```lean
/-- At `e2` the lower and middle branches agree in value, first and second derivative,
and their third derivatives differ. -/
theorem junction_e2 {e1 e2 e3 e4 : ℝ} (h12 : e1 < e2) (h23 : e2 < e3) (h34 : e3 < e4) :
    regionA e1 e2 e3 e4 e2 = regionB e1 e2 e3 e4 e2 ∧
      deriv (regionA e1 e2 e3 e4) e2 = deriv (regionB e1 e2 e3 e4) e2 ∧
      deriv (deriv (regionA e1 e2 e3 e4)) e2 = deriv (deriv (regionB e1 e2 e3 e4)) e2 ∧
      deriv (deriv (deriv (regionA e1 e2 e3 e4))) e2
        ≠ deriv (deriv (deriv (regionB e1 e2 e3 e4))) e2 := by
  have hA : regionA e1 e2 e3 e4
      = cubics e1 e2 e3 (1 / ((e2 - e1) * (e3 - e1) * (e4 - e1))) 0 0 := by
    funext x; unfold regionA cubics; ring
  have hB : regionB e1 e2 e3 e4
      = cubics e1 e2 e3 (1 / ((e2 - e1) * (e3 - e1) * (e4 - e1)))
        (-(1 / ((e2 - e1) * (e3 - e2) * (e4 - e2)))) 0 := by
    funext x; unfold regionB regionA cubics; ring
  have hD : 1 / ((e2 - e1) * (e3 - e2) * (e4 - e2)) ≠ 0 :=
    (one_div_pos.2 (mul_pos (mul_pos (sub_pos.2 h12) (sub_pos.2 h23))
      (sub_pos.2 (h23.trans h34)))).ne'
  rw [hA, hB]
  refine ⟨by unfold cubics; ring, ?_, ?_, ?_⟩
  · rw [cubics_derivs.1, cubics_derivs.1]; ring
  · rw [cubics_derivs.2.1, cubics_derivs.2.1]; ring
  · -- the extra cube shifts the third derivative by a nonzero constant
    rw [cubics_derivs.2.2, cubics_derivs.2.2]
    intro h
    exact hD (by linear_combination h / 6)
```

The expression `regionA e1 e2 e3 e4`, without its last argument, is the branch as a function of energy, so `deriv` differentiates with the corner energies held fixed. The four parts of the statement are equal values, equal first derivatives, equal second derivatives and unequal third derivatives at \(e_2\).

In the proof, `hA` and `hB` write the branches as `cubics`, and `hD` records that \(1/D_2\) is nonzero. The first three parts reduce to terms containing \(e_2-e_2\), which `ring` removes. For the last part, equal third derivatives would force \(1/D_2=0\), contradicting `hD`.

```lean
/-- At `e3` the middle and upper branches agree in value, first and second derivative,
and their third derivatives differ. -/
theorem junction_e3 {e1 e2 e3 e4 : ℝ} (h12 : e1 < e2) (h23 : e2 < e3) (h34 : e3 < e4) :
    regionB e1 e2 e3 e4 e3 = regionC e1 e2 e3 e4 e3 ∧
      deriv (regionB e1 e2 e3 e4) e3 = deriv (regionC e1 e2 e3 e4) e3 ∧
      deriv (deriv (regionB e1 e2 e3 e4)) e3 = deriv (deriv (regionC e1 e2 e3 e4)) e3 ∧
      deriv (deriv (deriv (regionB e1 e2 e3 e4))) e3
        ≠ deriv (deriv (deriv (regionC e1 e2 e3 e4))) e3 := by
  have hB : regionB e1 e2 e3 e4
      = cubics e1 e2 e3 (1 / ((e2 - e1) * (e3 - e1) * (e4 - e1)))
        (-(1 / ((e2 - e1) * (e3 - e2) * (e4 - e2)))) 0 := by
    funext x; unfold regionB regionA cubics; ring
  have hC : regionC e1 e2 e3 e4
      = cubics e1 e2 e3 (1 / ((e2 - e1) * (e3 - e1) * (e4 - e1)))
        (-(1 / ((e2 - e1) * (e3 - e2) * (e4 - e2))))
        (1 / ((e3 - e1) * (e3 - e2) * (e4 - e3))) := by
    funext x
    rw [regionC_eq_regionB_add h12 h23 h34]
    unfold regionB regionA cubics; ring
  have hD : 1 / ((e3 - e1) * (e3 - e2) * (e4 - e3)) ≠ 0 :=
    (one_div_pos.2 (mul_pos (mul_pos (sub_pos.2 (h12.trans h23)) (sub_pos.2 h23))
      (sub_pos.2 h34))).ne'
  rw [hB, hC]
  refine ⟨by unfold cubics; ring, ?_, ?_, ?_⟩
  · rw [cubics_derivs.1, cubics_derivs.1]; ring
  · rw [cubics_derivs.2.1, cubics_derivs.2.1]; ring
  · rw [cubics_derivs.2.2, cubics_derivs.2.2]
    intro h
    exact hD (by linear_combination -h / 6)
```

The joint at \(e_3\) is treated in the same way. Here `hC` uses equation (1) to expose the additional cube, whose coefficient is \(1/D_3\).

## Smoothness across all four corners

```lean
/-- The filling is an alternating sum of four truncated cubes, one switched on at each corner
energy. -/
theorem filling_eq_truncated {e1 e2 e3 e4 : ℝ} (h12 : e1 < e2) (h23 : e2 < e3)
    (h34 : e3 < e4) (e : ℝ) :
    filling e1 e2 e3 e4 e =
      max (e - e1) 0 ^ 3 / ((e2 - e1) * (e3 - e1) * (e4 - e1))
      - max (e - e2) 0 ^ 3 / ((e2 - e1) * (e3 - e2) * (e4 - e2))
      + max (e - e3) 0 ^ 3 / ((e3 - e1) * (e3 - e2) * (e4 - e3))
      - max (e - e4) 0 ^ 3 / ((e4 - e1) * (e4 - e2) * (e4 - e3)) := by
  have off : ∀ t, e ≤ t → max (e - t) 0 = 0 := fun t h => max_eq_right (by linarith)
  have on : ∀ t, t ≤ e → max (e - t) 0 = e - t := fun t h => max_eq_left (by linarith)
  have hC := regionC_eq_regionB_add h12 h23 h34 e
  simp only [regionC, regionB, regionA] at hC
  unfold filling regionC regionB regionA
  split_ifs with a b c d
  · rw [off e1 a, off e2 (by linarith), off e3 (by linarith), off e4 (by linarith)]; ring
  · rw [on e1 (by linarith), off e2 b, off e3 (by linarith), off e4 (by linarith)]; ring
  · rw [on e1 (by linarith), on e2 (by linarith), off e3 c, off e4 (by linarith)]; ring
  · rw [on e1 (by linarith), on e2 (by linarith), on e3 (by linarith), off e4 d]
    linear_combination hC
  · rw [on e1 (by linarith), on e2 (by linarith), on e3 (by linarith), on e4 (by linarith)]
    linear_combination hC
```

This is equation (3). The helper `off` sets a truncated term to zero below its corner, and `on` removes the truncation above it. `split_ifs` produces the five energy intervals. The first three close directly, and the last two use equation (1) in the form `hC`.

```lean
/-- A truncated power of degree at least two is differentiable everywhere, with the usual
power rule. -/
theorem hasDerivAt_truncated (n : ℕ) (x : ℝ) :
    HasDerivAt (fun y : ℝ => max y 0 ^ (n + 2)) (((n : ℝ) + 2) * max x 0 ^ (n + 1)) x := by
  rcases lt_trichotomy x 0 with hx | rfl | hx
  · have h : (fun y : ℝ => max y 0 ^ (n + 2)) =ᶠ[𝓝 x] fun _ => (0 : ℝ) := by
      filter_upwards [Iio_mem_nhds hx] with y hy
      rw [max_eq_right (Set.mem_Iio.1 hy).le]
      simp
    refine ((hasDerivAt_const x (0 : ℝ)).congr_of_eventuallyEq h).congr_deriv ?_
    rw [max_eq_right hx.le]
    simp
  · -- at the edge the difference quotient is itself a truncated power
    rw [hasDerivAt_iff_tendsto_slope]
    have hc : Continuous (fun y : ℝ => max y 0 ^ (n + 1)) := by fun_prop
    have h0 : ((n : ℝ) + 2) * max (0 : ℝ) 0 ^ (n + 1) = max (0 : ℝ) 0 ^ (n + 1) := by simp
    rw [h0]
    refine ((hc.tendsto 0).mono_left nhdsWithin_le_nhds).congr' ?_
    filter_upwards [self_mem_nhdsWithin] with y hy
    have hy' : y ≠ 0 := hy
    rw [slope_def_field]
    rcases le_total y 0 with h | h
    · simp [max_eq_right h]
    · simp only [max_eq_left h, max_self]
      rw [zero_pow (by omega), sub_zero, sub_zero, eq_div_iff hy']
      ring
  · have h : (fun y : ℝ => max y 0 ^ (n + 2)) =ᶠ[𝓝 x] fun y => y ^ (n + 2) := by
      filter_upwards [Ioi_mem_nhds hx] with y hy
      rw [max_eq_left (Set.mem_Ioi.1 hy).le]
    refine ((hasDerivAt_pow (n + 2) x).congr_of_eventuallyEq h).congr_deriv ?_
    rw [max_eq_left hx.le]
    show ((n + 2 : ℕ) : ℝ) * x ^ (n + 1) = _
    push_cast
    ring
```

The exponent `n + 2` covers the cube and the square in one statement. The proof separates negative, zero and positive `x`. Away from zero the function coincides nearby with a constant or an ordinary power. At zero the difference quotient equals \(y_+^{n+1}\), whose continuity supplies the limit.

```lean
/-- The filling of a tetrahedron with four distinct corner energies is a twice continuously
differentiable function of the energy on the whole energy axis. -/
theorem filling_contDiff_two {e1 e2 e3 e4 : ℝ} (h12 : e1 < e2) (h23 : e2 < e3)
    (h34 : e3 < e4) : ContDiff ℝ 2 (filling e1 e2 e3 e4) := by
  have d1 : ∀ x : ℝ, HasDerivAt (fun y : ℝ => max y 0 ^ 3) (3 * max x 0 ^ 2) x :=
    fun x => (hasDerivAt_truncated 1 x).congr_deriv (by push_cast; ring)
  have d2 : ∀ x : ℝ, HasDerivAt (fun y : ℝ => 3 * max y 0 ^ 2) (6 * max x 0) x :=
    fun x => ((hasDerivAt_truncated 0 x).const_mul 3).congr_deriv (by push_cast; ring)
  have e1' : deriv (fun y : ℝ => max y 0 ^ 3) = fun x => 3 * max x 0 ^ 2 :=
    funext fun x => (d1 x).deriv
  have e2' : deriv (fun y : ℝ => 3 * max y 0 ^ 2) = fun x => 6 * max x 0 :=
    funext fun x => (d2 x).deriv
  -- a single truncated cube is twice continuously differentiable
  have hs : ContDiff ℝ 1 (fun y : ℝ => 3 * max y 0 ^ 2) := by
    rw [contDiff_one_iff_deriv, e2']
    exact ⟨fun x => (d2 x).differentiableAt, by fun_prop⟩
  have hcube : ContDiff ℝ 2 (fun y : ℝ => max y 0 ^ 3) := by
    rw [← one_add_one_eq_two, contDiff_succ_iff_deriv, e1']
    exact ⟨fun x => (d1 x).differentiableAt, by simp, hs⟩
  have ht : ∀ a d : ℝ, ContDiff ℝ 2 (fun x : ℝ => max (x - a) 0 ^ 3 / d) :=
    fun a d => (hcube.comp (contDiff_id.sub contDiff_const)).div_const d
  rw [funext (filling_eq_truncated h12 h23 h34)]
  exact (((ht e1 _).sub (ht e2 _)).add (ht e3 _)).sub (ht e4 _)

end

end TetrahedronMethod
```

`ContDiff ℝ 2` means twice continuously differentiable on the whole real line. The facts `d1` and `d2` are the derivatives \(3x_+^2\) and \(6x_+\). From them `hs` and `hcube` build up the smoothness of a single truncated cube, and `ht` carries it over to a shifted and scaled one. The last two lines rewrite the filling by (3) and combine the four terms.

```lean
#print axioms TetrahedronMethod.junction_e2
#print axioms TetrahedronMethod.junction_e3
#print axioms TetrahedronMethod.filling_contDiff_two
```

```
'TetrahedronMethod.junction_e2' depends on axioms: [propext, Classical.choice, Quot.sound]
'TetrahedronMethod.junction_e3' depends on axioms: [propext, Classical.choice, Quot.sound]
'TetrahedronMethod.filling_contDiff_two' depends on axioms: [propext, Classical.choice, Quot.sound]
```

For electronic-structure practice this means that, with independent-particle bands interpolated linearly and every tetrahedron having four distinct corner energies, a finite sum of such fillings gives a density of states with a continuous slope. Symmetry-equivalent k-points often violate the condition on the corners. When two corner energies coincide, the density of states of that tetrahedron generally has a kink at the shared energy, a case that the strict inequalities in the theorems exclude.
